# Neutral charges on a constant-potential electrode: the unique energy minimizer is linear in the applied potentials

In a constant-potential simulation with rigid electrodes, the electrode charges must be updated whenever the electrolyte moves. If their energy is quadratic with a fixed, symmetric positive definite interaction matrix $A$, the new charges $q$ follow from the current site potentials $b$ by a single matrix–vector product, $q=Sb$, with a matrix $S$ computed once at the start. This product gives the only energy minimum among charges that sum to zero.

## Charges, potentials and the response matrix

Let $q_i$ be the charge on site $i$ of a finite set, $b_i$ the potential applied there, and $u$ the vector with all entries 1. In a simulation, $b$ is the imposed electrode potential minus the potential due to the electrolyte. The energy is

$$E(q)=\tfrac12\,q\cdot Aq-b\cdot q .$$

Define the total capacitance $C$, the potential offset $\mu$ and the response matrix $S$ by

$$C=u\cdot A^{-1}u,\qquad \mu=\frac{u\cdot A^{-1}b}{C},\qquad S=A^{-1}-\frac{A^{-1}u\,u^{T}A^{-1}}{C}.$$

Here $C$ is the total charge per unit of potential when all sites share one potential and neutrality is not imposed; it is not the capacitance between two electrodes. In Lean, the sites form a finite type `n`, and $u$, $E$, $C$, $S$ and $\mu$ are `ones n`, `energy`, `totalCap`, `response` and `offset`. The symbols `⬝ᵥ` and `*ᵥ` are the dot product and the matrix–vector product.

```lean
import Mathlib

open Matrix

namespace ConstantPotentialElectrode

noncomputable section

variable {n : Type*} [Fintype n] [DecidableEq n]

/-- The all-ones vector on the electrode sites: a uniform unit potential. -/
def ones (n : Type*) : n → ℝ := fun _ => 1

/-- The energy `q·Aq/2 - b·q` of site charges `q` with interaction matrix `A`
in the applied site potentials `b`. -/
def energy (A : Matrix n n ℝ) (b q : n → ℝ) : ℝ :=
  q ⬝ᵥ A *ᵥ q / 2 - b ⬝ᵥ q

/-- The total capacitance `u·A⁻¹u`, with `u` the all-ones vector, for invertible `A`. -/
def totalCap (A : Matrix n n ℝ) : ℝ := ones n ⬝ᵥ A⁻¹ *ᵥ ones n

/-- The neutral response matrix `S = A⁻¹ - A⁻¹u uᵀA⁻¹ / (uᵀA⁻¹u)`, for invertible `A`
with non-zero total capacitance. -/
def response (A : Matrix n n ℝ) : Matrix n n ℝ :=
  A⁻¹ - (totalCap A)⁻¹ • vecMulVec (A⁻¹ *ᵥ ones n) (ones n ᵥ* A⁻¹)

/-- The potential offset `(u·A⁻¹b) / (u·A⁻¹u)`, for invertible `A` with non-zero
total capacitance. -/
def offset (A : Matrix n n ℝ) (b : n → ℝ) : ℝ :=
  (ones n ⬝ᵥ A⁻¹ *ᵥ b) / totalCap A
```

The model has no explicit electrons, and $A$ does not depend on the charges. Its positive definiteness is assumed, not derived from a particular charge distribution.

## At least one site: the capacitance is non-zero

The hypothesis `[Nonempty n]` says that there is an electrode to charge. By hand, it enters through the denominator $C$. Positive definiteness makes $A$ invertible, so $w=A^{-1}u$ satisfies $Aw=u$. With at least one site $u\neq0$, hence $w\neq0$, and

$$C=u\cdot w=w\cdot Aw>0 .$$

The proof follows the same route: `hw` is $Aw=u$, and `hne` evaluates this equation at an existing site to exclude $w=0$.

```lean
/-- The total capacitance of a non-empty electrode with positive definite interaction
matrix is positive. -/
theorem totalCap_pos [Nonempty n] {A : Matrix n n ℝ} (hA : A.PosDef) :
    0 < totalCap A := by
  have hw : A *ᵥ (A⁻¹ *ᵥ ones n) = ones n := by
    rw [Matrix.mulVec_mulVec, Matrix.mul_nonsing_inv A hA.det_pos.ne'.isUnit,
      Matrix.one_mulVec]
  have hne : A⁻¹ *ᵥ ones n ≠ 0 := by
    intro h
    rw [h, Matrix.mulVec_zero] at hw
    obtain ⟨i⟩ := ‹Nonempty n›
    have hi := congrFun hw i
    simp [ones] at hi
  -- the total capacitance is twice the self-energy of the charges `A⁻¹u`
  have h := hA.dotProduct_mulVec_pos hne
  rw [star_trivial, hw, dotProduct_comm] at h
  exact h
```

Without sites, $C$ is an empty sum, equal to zero, and the formula for $S$ divides by it. Nothing physical is lost, since there are no charges to determine.

## Neutrality: a uniform offset does no work

The condition $u\cdot q=0$, written `ones n ⬝ᵥ q = 0`, fixes the total electrode charge at zero. Positive and negative electrodes belong to the same vector $q$, so charge may pass between them.

Applying $S$ to $b$ gives

$$Sb=A^{-1}b-\mu A^{-1}u,\qquad\text{so}\qquad A\,Sb=b-\mu u .$$

The second equation is the stationarity condition, with $\mu$ as the Lagrange multiplier of neutrality. The response charges are themselves neutral, because $u\cdot Sb=u\cdot A^{-1}b-\mu C=0$. For any neutral $q$ the offset drops out:

$$q\cdot A\,Sb=b\cdot q-\mu\,u\cdot q=b\cdot q .$$

These four statements are the next four theorems. The first is pure algebra and has no hypothesis on $A$; `equipotential` uses that $A$ is invertible, `response_neutral` that $C\neq0$, and `neutral_work` that $q$ is neutral.

```lean
/-- The response matrix applied to `b` gives `A⁻¹b` minus the potential offset times `A⁻¹u`, with
`u` the all-ones vector. -/
theorem response_mulVec (A : Matrix n n ℝ) (b : n → ℝ) :
    response A *ᵥ b = A⁻¹ *ᵥ b - offset A b • (A⁻¹ *ᵥ ones n) := by
  have h : ∀ (c : ℝ) (x y : n → ℝ),
      (c • vecMulVec x y) *ᵥ b = (c * (y ⬝ᵥ b)) • x := by
    intro c x y
    ext i
    simp only [Matrix.mulVec, dotProduct, Matrix.smul_apply, Matrix.vecMulVec_apply,
      Pi.smul_apply, smul_eq_mul, Finset.mul_sum, Finset.sum_mul]
    exact Finset.sum_congr rfl fun j _ => by ring
  rw [response, Matrix.sub_mulVec, h, ← Matrix.dotProduct_mulVec, offset, div_eq_inv_mul]

/-- For positive definite `A`, the potentials generated by the response charges equal
the applied ones up to a uniform offset. -/
theorem equipotential {A : Matrix n n ℝ} (hA : A.PosDef) (b : n → ℝ) :
    A *ᵥ (response A *ᵥ b) = b - offset A b • ones n := by
  rw [response_mulVec]
  simp only [Matrix.mulVec_sub, Matrix.mulVec_smul, Matrix.mulVec_mulVec,
    Matrix.mul_nonsing_inv A hA.det_pos.ne'.isUnit, Matrix.one_mulVec]

/-- On a non-empty electrode with positive definite `A`, the response charges sum to zero. -/
theorem response_neutral [Nonempty n] {A : Matrix n n ℝ} (hA : A.PosDef) (b : n → ℝ) :
    ones n ⬝ᵥ response A *ᵥ b = 0 := by
  have h := (totalCap_pos hA).ne'
  rw [response_mulVec, dotProduct_sub, dotProduct_smul, smul_eq_mul, offset]
  change _ - _ / totalCap A * totalCap A = 0
  rw [div_mul_cancel₀ _ h, sub_self]

/-- For positive definite `A`, neutral charges `q` have the same energy in the potentials
generated by the response charges as in the applied potentials. -/
theorem neutral_work {A : Matrix n n ℝ} (hA : A.PosDef) (b : n → ℝ) {q : n → ℝ}
    (hq : ones n ⬝ᵥ q = 0) : q ⬝ᵥ A *ᵥ (response A *ᵥ b) = b ⬝ᵥ q := by
  rw [equipotential hA, dotProduct_sub, dotProduct_smul, dotProduct_comm q (ones n), hq,
    smul_zero, sub_zero, dotProduct_comm]
```

Without the constraint, the minimum moves to $A^{-1}b$, whose total charge $\mu C$ is in general not zero.

## Symmetry: reciprocity of the interaction

Symmetry means that a unit charge on site $i$ produces the same potential at site $j$ as a unit charge on $j$ produces at $i$. For real matrices, `A.PosDef` includes this condition.

By hand, symmetry is needed to complete the square. Write $p=Sb$ and $d=q-p$ for a neutral $q$. Then

$$E(q)=E(p)+\tfrac12\,(p\cdot Ad+d\cdot Ap)-b\cdot d+\tfrac12\,d\cdot Ad .$$

Symmetry turns the bracket into $2\,d\cdot Ap$. Since $d$ is neutral, $d\cdot Ap=b\cdot d$, and the linear terms cancel:

$$E(q)=E(Sb)+\tfrac12\,(q-Sb)\cdot A(q-Sb).$$

In the proof, `h3` is reciprocity between $q$ and $p$. The facts `h1` and `h2` apply `neutral_work` to $q$ and to $p$ separately, and `linarith` combines them after the products are expanded.

```lean
/-- For positive definite `A` on a non-empty electrode, the energy of neutral charges `q`
exceeds that of the response charges by the self-energy of their difference. -/
theorem energy_excess [Nonempty n] {A : Matrix n n ℝ} (hA : A.PosDef) (b : n → ℝ)
    {q : n → ℝ} (hq : ones n ⬝ᵥ q = 0) :
    energy A b q = energy A b (response A *ᵥ b)
      + (q - response A *ᵥ b) ⬝ᵥ A *ᵥ (q - response A *ᵥ b) / 2 := by
  have hT : Aᵀ = A := by
    have h := hA.isHermitian.eq
    rwa [Matrix.conjTranspose_eq_transpose_of_trivial] at h
  -- reciprocity of the interaction between the two charge distributions
  have h3 : (response A *ᵥ b) ⬝ᵥ A *ᵥ q = q ⬝ᵥ A *ᵥ (response A *ᵥ b) := by
    rw [Matrix.dotProduct_mulVec, ← Matrix.mulVec_transpose, hT, dotProduct_comm]
  have h1 := neutral_work hA b hq
  have h2 := neutral_work hA b (response_neutral hA b)
  simp only [energy, Matrix.mulVec_sub, dotProduct_sub, sub_dotProduct]
  linarith
```

For a non-symmetric $A$, the energy contains only the symmetric part $(A+A^T)/2$, while $S$ is built from $A$ itself. With three or more sites, $Sb$ is then in general no longer the minimizer.

## Positive definiteness: every charge distribution costs energy

Positive definiteness says that $d\cdot Ad>0$ for every non-zero $d$: any arrangement of charges has a positive self-energy. Applied to $d=q-Sb$, it makes the excess energy strictly positive for every neutral $q\neq Sb$. This proves minimality and uniqueness together, and `response_unique_minimizer` uses `hA.dotProduct_mulVec_pos` at this point.

```lean
/-- On a non-empty electrode with positive definite `A`, the charges `S b` are neutral and
have strictly lower energy than all other neutral charges. -/
theorem response_unique_minimizer [Nonempty n] {A : Matrix n n ℝ} (hA : A.PosDef)
    (b : n → ℝ) :
    ones n ⬝ᵥ response A *ᵥ b = 0 ∧
      ∀ q : n → ℝ, ones n ⬝ᵥ q = 0 → q ≠ response A *ᵥ b →
        energy A b (response A *ᵥ b) < energy A b q := by
  refine ⟨response_neutral hA b, fun q hq hne => ?_⟩
  have h := hA.dotProduct_mulVec_pos (sub_ne_zero.mpr hne)
  rw [star_trivial] at h
  rw [energy_excess hA b hq]
  linarith
```

Bare point charges without a self-term show what can go wrong otherwise. For two sites at distance $r$ with energy $q_1q_2/r$, the neutral charges $(t,-t)$ have interaction energy $-t^2/r$, which is unbounded below. A sufficiently large positive diagonal in $A$, as from charges of finite width, removes this collapse.

The same positivity passes to $S$. Taking $b=x$ and $q=Sx$ in the work identity gives

$$x\cdot Sx=(Sx)\cdot A(Sx)\ge0 .$$

Symmetry of $A$ enters once more here: $A^{-1}$ is symmetric, and the correction is $ww^T/C$, so $S$ is symmetric too. The two bullets of the proof treat symmetry first and the sign second.

```lean
/-- On a non-empty electrode with positive definite `A`, the neutral response matrix is
symmetric and positive semidefinite. -/
theorem response_posSemidef [Nonempty n] {A : Matrix n n ℝ} (hA : A.PosDef) :
    (response A).PosSemidef := by
  have hT : Aᵀ = A := by
    have h := hA.isHermitian.eq
    rwa [Matrix.conjTranspose_eq_transpose_of_trivial] at h
  have hi : (A⁻¹)ᵀ = A⁻¹ := by rw [Matrix.transpose_nonsing_inv, hT]
  have hv : ones n ᵥ* A⁻¹ = A⁻¹ *ᵥ ones n := by rw [← Matrix.mulVec_transpose, hi]
  refine Matrix.PosSemidef.of_dotProduct_mulVec_nonneg ?_ fun x => ?_
  · refine Matrix.IsHermitian.ext fun i j => ?_
    have hij : A⁻¹ j i = A⁻¹ i j := congrFun (congrFun hi i) j
    simp only [response, hv, Matrix.sub_apply, Matrix.smul_apply, Matrix.vecMulVec_apply,
      star_trivial, hij, smul_eq_mul]
    ring
  · -- `x·Sx` is twice the self-energy of the charges `Sx`
    have h := hA.posSemidef.dotProduct_mulVec_nonneg (response A *ᵥ x)
    rw [star_trivial, neutral_work hA x (response_neutral hA x)] at h
    rwa [star_trivial]
```

The inequality is not strict for all non-zero $x$, because a uniform potential induces no charge. For $b=u$ the offset is $\mu=1$, so $Su=A^{-1}u-A^{-1}u=0$. Adding a constant to all applied potentials therefore leaves the charges unchanged.

```lean
/-- On a non-empty electrode with positive definite `A`, a uniform unit potential induces
no charge. -/
theorem response_ones [Nonempty n] {A : Matrix n n ℝ} (hA : A.PosDef) :
    response A *ᵥ ones n = 0 := by
  have h : offset A (ones n) = 1 := div_self (totalCap_pos hA).ne'
  rw [response_mulVec, h, one_smul, sub_self]
```

Conversely, if $Sb=0$, then $A\,Sb=b-\mu u$ reduces to $b=\mu u$. The kernel of $S$ consists exactly of the uniform potentials; on a single site every potential is uniform, and $S=0$. The proof reads the constant off `equipotential` in one direction and uses `response_ones` in the other.

```lean
/-- On a non-empty electrode with positive definite `A`, the applied potentials induce no
charge exactly when they are uniform. -/
theorem response_eq_zero_iff [Nonempty n] {A : Matrix n n ℝ} (hA : A.PosDef)
    (b : n → ℝ) : response A *ᵥ b = 0 ↔ ∃ c : ℝ, b = c • ones n := by
  constructor
  · intro h
    have he := equipotential hA b
    rw [h, Matrix.mulVec_zero] at he
    exact ⟨offset A b, sub_eq_zero.mp he.symm⟩
  · rintro ⟨c, rfl⟩
    rw [Matrix.mulVec_smul, response_ones hA, smul_zero]

end

end ConstantPotentialElectrode
```

```lean
#print axioms ConstantPotentialElectrode.response_unique_minimizer
#print axioms ConstantPotentialElectrode.response_posSemidef
#print axioms ConstantPotentialElectrode.response_eq_zero_iff
```

```
'ConstantPotentialElectrode.response_unique_minimizer' depends on axioms: [propext, Classical.choice, Quot.sound]
'ConstantPotentialElectrode.response_posSemidef' depends on axioms: [propext, Classical.choice, Quot.sound]
'ConstantPotentialElectrode.response_eq_zero_iff' depends on axioms: [propext, Classical.choice, Quot.sound]
```
